# A finite-dimensional Hamiltonian H₀ + sV has an orthonormal eigenbasis with real energies

Let H₀ and V be Hermitian complex matrices over a finite index set, and let s be a real coupling strength. The lemma says that the Hamiltonian H = H₀ + sV has an orthonormal basis of eigenvectors with real energies: there are a unitary matrix U and real numbers Eⱼ with HU = U diag(E). It treats each s separately and says nothing about how U or E vary with s. The attempt first shows that H is Hermitian, then takes the eigenvectors and eigenvalues that Mathlib supplies for a Hermitian matrix. It checks the matrix equation entry by entry, using the eigenvalue equation for the j-th eigenvector.

This version doesn't compile in Lean 4 with Mathlib:

```lean
import Mathlib

open Matrix

namespace ExistsEigenbasis

variable {ι : Type*} [Fintype ι] [DecidableEq ι]

/-- The columns of `U` form an orthonormal eigenbasis of `H` with real energies `E`. -/
def IsEigenbasis (H U : Matrix ι ι ℂ) (E : ι → ℝ) : Prop :=
  U ∈ Matrix.unitaryGroup ι ℂ ∧ H * U = U * Matrix.diagonal (fun i => (E i : ℂ))

/-- For Hermitian `H0` and `V` and real `s`, the Hamiltonian `H0 + sV` has an orthonormal
eigenbasis with real energies. -/
theorem exists_eigenbasis {H0 V : Matrix ι ι ℂ} (h0 : H0.IsHermitian) (hV : V.IsHermitian)
    (s : ℝ) : ∃ U E, IsEigenbasis (H0 + (s : ℂ) • V) U E := by
  have hH : (H0 + (s : ℂ) • V).IsHermitian := by
    unfold Matrix.IsHermitian
    rw [Matrix.conjTranspose_add, Matrix.conjTranspose_smul, h0.eq, hV.eq]
    simp
  generalize H0 + (s : ℂ) • V = H at hH
  refine ⟨hH.eigenvectorUnitary, hH.eigenvalues, hH.eigenvectorUnitary.2, ?_⟩
  ext i j
  have h := congrFun (hH.mulVec_eigenvectorBasis j) i
  simpa [Matrix.mul_apply, Matrix.mulVec, dotProduct, Matrix.mul_diagonal,
    Matrix.IsHermitian.eigenvectorUnitary_apply, mul_comm] using h

end ExistsEigenbasis
```

The compiler's answer:

```
Main.lean:25:2: error: Type mismatch: After simplification, term
  h
 has type
  ∑ x, H i x * (hH.eigenvectorBasis j).ofLp x = ↑(hH.eigenvalues j) * (hH.eigenvectorBasis j).ofLp i
but is expected to have type
  ∑ j_1, H i j_1 * (hH.eigenvectorBasis j).ofLp j_1 =
    ∑ j_1, (hH.eigenvectorBasis j_1).ofLp i * diagonal (fun i => ↑(hH.eigenvalues i)) j_1 j
```

Cause. The message says that, after simplification, the eigenvalue equation `h` and the goal still differ on the right-hand side. In `h` that side is a single product, the j-th eigenvalue times a component of the j-th eigenvector. In the goal it is still a sum containing an entry of `diagonal`.

Two lemmas given to `simpa` fit the entry of U diag(E) in the goal. `Matrix.mul_apply` expands it into a sum, while `Matrix.mul_diagonal` turns it directly into one product. The sum in the message shows that the first was applied. After that there was no matrix product left for `Matrix.mul_diagonal` to match, and the simplifier did not collapse the sum.

The repair runs `rw [Matrix.mul_diagonal]` first, so the right-hand side is already a single product when `simpa` starts. `Matrix.mul_apply` then expands only the entry of HU, as needed to match `h`, and `mul_comm` settles the order of the factors. Dropping `Matrix.mul_diagonal` from the `simpa` list is mere tidying, since its work is already done.

Fix (accepted with no message):

```diff
@@ -23,5 +23,6 @@
   ext i j
   have h := congrFun (hH.mulVec_eigenvectorBasis j) i
-  simpa [Matrix.mul_apply, Matrix.mulVec, dotProduct, Matrix.mul_diagonal,
+  rw [Matrix.mul_diagonal]
+  simpa [Matrix.mul_apply, Matrix.mulVec, dotProduct,
     Matrix.IsHermitian.eigenvectorUnitary_apply, mul_comm] using h
 
```
